# A periodic matrix product state of bond dimension \(D\) can need bond dimension \(D^2\) in open form

Q: Suppose I move a periodic matrix product state (MPS) of bond dimension \(D\ge 2\) into an open-chain program and reserve bond dimension \(D\) there. What can go wrong?

A: For some states no choice of open tensors of bond dimension \(D\) reproduces the amplitudes, so the program stores a different state. A ring divided into two blocks is cut at two bonds, an open chain at only one. The single open bond may have to carry what both ring bonds carried, which takes dimension \(D^2\).

Q: "May" is weak. Show me a state that really needs it.

A: Let each site have physical labels \((i,j)\) with \(i,j=1,\dots,D\), and let its matrix be the matrix unit \(A^{(i,j)}=E_{ij}\), with a one in row \(i\), column \(j\) and zeros elsewhere. The amplitude of a configuration of \(N\) sites is the trace of the product of its matrices. The unnormalised state is

\[
\sum_{i_1,\dots,i_N}|i_1 i_2\rangle|i_2 i_3\rangle\cdots|i_N i_1\rangle ,
\]

a ring of maximally entangled pairs shared by neighbouring sites. Its squared norm is \(D^N\), so the normalised state carries a factor \(D^{-N/2}\).

Q: And the rank across a cut?

A: Split the chain into \(m\ge1\) and \(n\ge1\) sites, with block configurations \(s\) and \(t\). Write \(A^s\) and \(A^t\) for the ordered matrix products of the blocks. The amplitude matrix is \(M_{st}=\mathrm{Tr}(A^sA^t)\), and its rank is the Schmidt rank.

For the lower bound, choose the left configuration \((a,b),(b,b),\dots,(b,b)\), whose product is \(E_{ab}E_{bb}^{m-1}=E_{ab}\). On the right choose \((d,c),(c,c),\dots,(c,c)\), with product \(E_{dc}\). Then

\[
\mathrm{Tr}(E_{ab}E_{dc})=\delta_{bd}\,\mathrm{Tr}(E_{ac})=\delta_{ac}\delta_{bd}.
\]

With rows labelled by \((a,b)\) and columns by \((c,d)\), this is a \(D^2\times D^2\) identity submatrix of \(M\), so the rank is at least \(D^2\).

Q: Why no more than that, and what does it say about open chains?

A: An open MPS with boundary vectors \(l,r\), site matrices \(B\) and bond dimension \(\chi\) has amplitudes

\[
l^{T}B^sB^t r=\sum_{x=1}^{\chi}(l^{T}B^s)_x\,(B^t r)_x ,
\]

so its amplitude matrix has rank at most \(\chi\). Any open form of our state therefore has \(\chi\ge D^2\). Conversely, every periodic MPS has an open form with \(\chi=D^2\). Use the matrices \(A\otimes 1\), whose products are \(A^s\otimes 1\), and put \(\delta_{xy}\) at both ends:

\[
\sum_{x,y,z,w}\delta_{xy}\,(A^s)_{xz}\,\delta_{yw}\,\delta_{zw}=\sum_x (A^s)_{xx}=\mathrm{Tr}\,A^s .
\]

This gives the upper bound on the rank too.

Q: Now the formal version. I doubt that its objects are the ones you just used.

A: Take them in turn. The type `σ` holds the physical labels of one site (it is not a Pauli matrix), and the finite type `ι` indexes the bond space.

In Lean 4 with Mathlib:

```lean
import Mathlib

open Matrix
open scoped Kronecker

namespace PeriodicToOpenMPS

noncomputable section

variable {σ ι : Type*} [Fintype ι] [DecidableEq ι]
```

A configuration is a function from the `N` sites to labels. What the file calls a `word` is the ordered matrix product, and its tensors may vary from site to site.

```lean
/-- The ordered product of the site matrices selected by a configuration `s` of `N` sites;
the tensors may differ from site to site. -/
def word {N : ℕ} (B : Fin N → σ → Matrix ι ι ℂ) (s : Fin N → σ) : Matrix ι ι ℂ :=
  (List.ofFn fun k => B k (s k)).prod
```

The periodic amplitude uses one tensor everywhere and takes the trace.

```lean
/-- The amplitude of a configuration in the uniform periodic MPS with tensor `A`:
the trace of the product of site matrices. -/
def periodicAmp (A : σ → Matrix ι ι ℂ) {N : ℕ} (s : Fin N → σ) : ℂ :=
  trace (word (fun _ => A) s)
```

The open amplitude puts the product between two boundary vectors. The product `⬝ᵥ` does not conjugate `l`, which matches \(l^T\) above.

```lean
/-- The amplitude of a configuration in the open MPS with site tensors `B` and
boundary vectors `l` and `r`. -/
def openAmp (l r : ι → ℂ) {N : ℕ} (B : Fin N → σ → Matrix ι ι ℂ) (s : Fin N → σ) : ℂ :=
  l ⬝ᵥ (word B s *ᵥ r)
```

Q: Where is the bipartition?

A: Here. Rows are configurations of the first `m` sites, columns those of the last `n`, and `Fin.append` joins them.

```lean
/-- The amplitudes of a state of `m + n` sites arranged as a matrix: rows are configurations
of the first `m` sites, columns are configurations of the last `n` sites. -/
def cutMatrix (m n : ℕ) (ψ : (Fin (m + n) → σ) → ℂ) :
    Matrix (Fin m → σ) (Fin n → σ) ℂ :=
  Matrix.of fun s t => ψ (Fin.append s t)
```

Then comes the example itself, with `Matrix.single` as the matrix unit.

```lean
/-- The tensor whose physical labels are pairs `(i, j)` and whose matrices are the
matrix units `E_ij`. -/
def unitTensor (D : ℕ) (p : Fin D × Fin D) : Matrix (Fin D) (Fin D) ℂ :=
  Matrix.single p.1 p.2 1
```

The last definition is the boundary vector \(\delta_{xy}\). "Bell" usually means a normalised two-qubit state; this vector lives on two copies of a bond space of any dimension \(D\) and has norm \(\sqrt D\). Normalising it at both ends would divide every amplitude by \(D\).

```lean
/-- The unnormalised maximally entangled vector on two copies of the bond space. -/
def bellVec (ι : Type*) [DecidableEq ι] (p : ι × ι) : ℂ :=
  if p.1 = p.2 then 1 else 0
```

Q: So what exactly is claimed about these objects?

A: `rank_cut_unit` says that for positive `m` and `n` the cut matrix of the matrix-unit state has rank `D ^ 2`. `open_bond_dimension_ge` says that if an open MPS agrees with that state on every configuration of `N` sites, with `2 ≤ N`, then its bond space has dimension at least `D ^ 2`. `periodic_eq_open` supplies an open form of that size.

Q: Are the size conditions physics or convenience?

A: Physics. With an empty block the matrix has a single row or column, so its rank is at most one and the claim fails for \(D\ge2\). On one site the amplitude is \(\delta_{ij}\), which an open MPS of bond dimension one reproduces.

Q: My open chains have a different dimension at each bond. Yours have one `ι`.

A: That is the step you must supply: pad the smaller matrices with zeros up to the largest bond. The amplitudes stay the same, and the bound then applies to the largest bond dimension. An overall normalisation can be absorbed into `l`.

Q: Very well. Take me through the proof.

A: First, products factor across a cut. The list of site matrices is split in two, and `Fin.append` returns the left labels on the left sites and the right labels on the right ones.

```lean
/-- The matrix product of a chain is the product of its left block times that of its
right block. -/
theorem word_append {m n : ℕ} (B : Fin (m + n) → σ → Matrix ι ι ℂ)
    (s : Fin m → σ) (t : Fin n → σ) :
    word B (Fin.append s t) =
      word (fun k => B (Fin.castAdd n k)) s * word (fun k => B (Fin.natAdd m k)) t := by
  have hL : (fun i : Fin m => B (Fin.castAdd n i) (Fin.append s t (Fin.castAdd n i))) =
      fun i => B (Fin.castAdd n i) (s i) := funext fun i => by rw [Fin.append_left]
  simp only [word, List.ofFn_add, List.prod_append, Fin.append_right]
  exact congrArg (fun F : Fin m → Matrix ι ι ℂ =>
    (List.ofFn F).prod * (List.ofFn fun i => B (Fin.natAdd m i) (t i)).prod) hL
```

This gives the rank bound for open chains. The matrices `L` and `R` are \((l^TB^s)_x\) and \((B^tr)_x\). The equality `h` is the factorisation through the bond, and the rank of `L * R` is at most the number of columns of `L`.

```lean
/-- Across any cut, the amplitude matrix of an open MPS has rank at most the
bond dimension. -/
theorem rank_cut_open_le [Fintype σ] {m n : ℕ} (l r : ι → ℂ)
    (B : Fin (m + n) → σ → Matrix ι ι ℂ) :
    (cutMatrix m n (openAmp l r B)).rank ≤ Fintype.card ι := by
  -- the amplitude matrix factors through the bond space
  let L : Matrix (Fin m → σ) ι ℂ := fun s => l ᵥ* word (fun k => B (Fin.castAdd n k)) s
  let R : Matrix ι (Fin n → σ) ℂ :=
    fun a t => (word (fun k => B (Fin.natAdd m k)) t *ᵥ r) a
  have h : cutMatrix m n (openAmp l r B) = L * R := by
    ext s t
    change l ⬝ᵥ (word B (Fin.append s t) *ᵥ r) =
      (l ᵥ* word (fun k => B (Fin.castAdd n k)) s) ⬝ᵥ
        (word (fun k => B (Fin.natAdd m k)) t *ᵥ r)
    rw [word_append, ← Matrix.mulVec_mulVec, Matrix.dotProduct_mulVec]
  rw [h]
  exact (Matrix.rank_mul_le_left L R).trans (Matrix.rank_le_card_width L)
```

For the open form, induction on the number of sites shows that the idle factor stays idle. Each step uses \((A\otimes1)(B\otimes1)=AB\otimes1\).

```lean
/-- Adding an idle second copy of the bond space to every site matrix adds an idle copy
to their product. -/
theorem word_kronecker_one (A : σ → Matrix ι ι ℂ) {N : ℕ} (s : Fin N → σ) :
    word (fun _ p => A p ⊗ₖ (1 : Matrix ι ι ℂ)) s =
      word (fun _ => A) s ⊗ₖ (1 : Matrix ι ι ℂ) := by
  induction N with
  | zero => simp [word]
  | succ N ih =>
    have h := ih (fun k => s k.succ)
    simp only [word] at h
    simp only [word, List.ofFn_succ, List.prod_cons]
    rw [h, ← Matrix.mul_kronecker_mul, one_mul]
```

Putting `bellVec` at both ends then collapses the sums to the trace, as in the four-index sum above.

```lean
/-- Every uniform periodic MPS (the same tensor `A` at each site) is an open MPS on the doubled bond
space, with tensors `A ⊗ 1` and the unnormalised maximally entangled vector at both ends. -/
theorem periodic_eq_open (A : σ → Matrix ι ι ℂ) {N : ℕ} (s : Fin N → σ) :
    periodicAmp A s =
      openAmp (bellVec ι) (bellVec ι) (fun _ p => A p ⊗ₖ (1 : Matrix ι ι ℂ)) s := by
  rw [openAmp, word_kronecker_one, periodicAmp]
  simp [bellVec, dotProduct, Matrix.mulVec, Fintype.sum_prod_type, Matrix.one_apply,
    Matrix.trace, Matrix.kroneckerMap_apply]
```

Q: And the special configurations?

A: The next lemma computes \(E_{ab}E_{bb}^{k}=E_{ab}\) by induction on \(k\). The block has `k + 1` sites, so it is never empty.

```lean
/-- In the matrix-unit MPS, the block configuration `(a,b), (b,b), …, (b,b)` has matrix
product `E_ab`. -/
theorem word_unit {D : ℕ} (k : ℕ) (a b : Fin D) :
    word (fun _ => unitTensor D) (fun i : Fin (k + 1) => (if i = 0 then a else b, b)) =
      Matrix.single a b 1 := by
  have key : ∀ j : ℕ, Matrix.single a b (1 : ℂ) * Matrix.single b b (1 : ℂ) ^ j =
      Matrix.single a b 1 := by
    intro j
    induction j with
    | zero => rw [pow_zero, mul_one]
    | succ j ih => rw [pow_succ, ← mul_assoc, ih, Matrix.single_mul_single_same, mul_one]
  simp only [word, unitTensor, List.ofFn_succ, List.prod_cons, Fin.succ_ne_zero,
    ↓reduceIte, List.ofFn_const, List.prod_replicate]
  exact key k
```

The trace identity follows by cases: first whether \(b=d\), then whether \(a=c\). The result is stated as an entry of the identity matrix on pairs.

```lean
/-- The trace of `E_ab E_dc` is one if `(a,b) = (c,d)` and zero otherwise. -/
theorem trace_units {D : ℕ} (p q : Fin D × Fin D) :
    trace (Matrix.single p.1 p.2 (1 : ℂ) * Matrix.single q.2 q.1 (1 : ℂ)) =
      (1 : Matrix (Fin D × Fin D) (Fin D × Fin D) ℂ) p q := by
  obtain ⟨a, b⟩ := p
  obtain ⟨c, d⟩ := q
  by_cases hbd : b = d
  · subst hbd
    rw [Matrix.single_mul_single_same, mul_one]
    by_cases hac : a = c
    · subst hac
      simp [Matrix.trace]
    · have h0 : trace (Matrix.single a c (1 : ℂ)) = 0 :=
        Finset.sum_eq_zero fun x _ => by
          rw [Matrix.diag_apply, Matrix.single_apply, if_neg]
          rintro ⟨h1, h2⟩
          exact hac (h1.trans h2.symm)
      rw [h0]
      simp [hac]
  · simp [hbd]
```

Q: How do these become a rank of exactly \(D^2\)?

A: By two inequalities. The upper one rewrites the periodic state in open form and applies the open-chain bound on the doubled bond space. For the lower one, `f` and `g` are the chosen left and right configurations, and `hsub` says that they select an identity submatrix. The matrices `P` and `Q` carry out the selection by multiplication, so `P * M * Q = 1`. Multiplication cannot raise the rank, hence \(D^2\le\mathrm{rank}\,M\).

```lean
/-- For the periodic matrix-unit MPS, the amplitude matrix across every cut into two
nonempty blocks has rank exactly `D ^ 2`. -/
theorem rank_cut_unit (D : ℕ) {m n : ℕ} (hm : 0 < m) (hn : 0 < n) :
    (cutMatrix m n (periodicAmp (unitTensor D))).rank = D ^ 2 := by
  apply le_antisymm
  · -- upper bound: pass to the open form on the doubled bond space
    rw [funext (periodic_eq_open (unitTensor D) (N := m + n))]
    refine (rank_cut_open_le _ _ _).trans (le_of_eq ?_)
    rw [Fintype.card_prod, Fintype.card_fin, sq]
  · -- lower bound: select an identity submatrix of size `D ^ 2`
    obtain ⟨k, rfl⟩ := Nat.exists_eq_succ_of_ne_zero hm.ne'
    obtain ⟨j, rfl⟩ := Nat.exists_eq_succ_of_ne_zero hn.ne'
    let f : Fin D × Fin D → Fin (k + 1) → Fin D × Fin D :=
      fun p i => (if i = 0 then p.1 else p.2, p.2)
    let g : Fin D × Fin D → Fin (j + 1) → Fin D × Fin D :=
      fun q i => (if i = 0 then q.2 else q.1, q.1)
    let M := cutMatrix (k + 1) (j + 1) (periodicAmp (unitTensor D))
    have hsub : M.submatrix f g = 1 := by
      ext p q
      have hw : word (fun _ => unitTensor D) (Fin.append (f p) (g q)) =
          Matrix.single p.1 p.2 1 * Matrix.single q.2 q.1 1 :=
        (word_append _ _ _).trans
          (congrArg₂ (· * ·) (word_unit k p.1 p.2) (word_unit j q.2 q.1))
      change trace (word (fun _ => unitTensor D) (Fin.append (f p) (g q))) = _
      rw [hw, trace_units]
    -- `P` and `Q` select the chosen rows and columns
    let P : Matrix (Fin D × Fin D) (Fin (k + 1) → Fin D × Fin D) ℂ :=
      fun p s => if f p = s then 1 else 0
    let Q : Matrix (Fin (j + 1) → Fin D × Fin D) (Fin D × Fin D) ℂ :=
      fun t q => if t = g q then 1 else 0
    have hsel : P * M * Q = M.submatrix f g := by
      ext p q
      simp only [Matrix.mul_apply, Matrix.submatrix_apply]
      simp [P, Q]
    have hPQ : P * M * Q = 1 := hsel.trans hsub
    have hr := (Matrix.rank_mul_le_left (P * M) Q).trans (Matrix.rank_mul_le_right P M)
    rw [hPQ, Matrix.rank_one, Fintype.card_prod, Fintype.card_fin, ← sq] at hr
    exact hr
```

For the open-chain bound, one cut is enough. The proof cuts after the first site, replaces the periodic amplitudes by the equal open ones, and compares the two rank statements.

```lean
/-- Any open MPS that reproduces all amplitudes of the periodic matrix-unit MPS on at least
two sites has bond dimension at least `D ^ 2`. -/
theorem open_bond_dimension_ge {D N : ℕ} (hN : 2 ≤ N) (l r : ι → ℂ)
    (B : Fin N → Fin D × Fin D → Matrix ι ι ℂ)
    (h : ∀ s, openAmp l r B s = periodicAmp (unitTensor D) s) :
    D ^ 2 ≤ Fintype.card ι := by
  -- cut the chain after its first site
  obtain ⟨n, rfl⟩ : ∃ n, N = 1 + (n + 1) := ⟨N - 2, by omega⟩
  rw [← rank_cut_unit D Nat.one_pos (Nat.succ_pos n), ← funext h]
  exact rank_cut_open_le l r B

end

end PeriodicToOpenMPS
```

```lean
#print axioms PeriodicToOpenMPS.open_bond_dimension_ge
-- 'PeriodicToOpenMPS.open_bond_dimension_ge' depends on axioms: [propext, Classical.choice, Quot.sound]
```

Q: Should I then always budget \(D^2\) when I convert?

A: Not always. \(D^2\) always suffices, and the theorem proves that it is needed for the matrix-unit state. That state is not the only one: the rank across a cut is \(D^2\) whenever the products \(A^s\) of the left block and the products \(A^t\) of the right block each span all \(D\times D\) matrices. When they span less, a smaller bond dimension can be enough. The GHZ state, with \(A^i=E_{ii}\), has an open form of bond dimension \(D\): keep the matrices and put all-ones vectors at the ends.

Q: And if I accept a small truncation error?

A: The theorem requires every amplitude to agree, so it sets no bound for approximate conversion. A separate short calculation shows that truncation is costly here: the normalised state has \(D^2\) equal Schmidt weights \(1/D^2\) across each cut into two nonempty blocks, so keeping \(D\) of them retains only a fraction \(1/D\) of the squared norm. For simulation practice, the result means that an exact converter from periodic to open MPS cannot promise less than \(D^2\) for all finite chains of two or more sites when the physical dimension is unrestricted.
